# In a chain with finite-range interactions, superlattice formation energy per site decays at least as fast as the inverse period

An infinite chain has no total energy to divide by its number of sites, so the energy per site needs a definition. Here a configuration assigns a species to every integer site, each site has an energy fixed by the species in a finite window of neighbouring sites, and the energy per site is the average of these site energies over one repeat cell. Interaction windows that start near the end of the cell read the actual atoms of the next cell, so both interfaces of a two-block superlattice are counted.

The species form an arbitrary set `S`, and the natural number `R` is the interaction range.

```lean
import Mathlib

open Finset Filter Topology

namespace SuperlatticeFormationEnergy

noncomputable section

variable {S : Type*} {R : ℕ}
```

## Energy per site of a periodic chain

Let \(s_i\) be the species on site \(i\), and let \(f\) be a real function of \(R+1\) neighbouring species. Site \(i\) is given the energy

\[
e_i = f(s_i, s_{i+1}, \dots, s_{i+R}).
\]

In Lean a window is a function on `Fin (R + 1)`, whose entry \(k\) is \(s_{i+k}\). No symmetry of \(f\) under reflection is assumed.

```lean
/-- Energy assigned to site `i`: the function `f` of the species on sites `i, ..., i + R`. -/
def siteEnergy (f : (Fin (R + 1) → S) → ℝ) (s : ℤ → S) (i : ℤ) : ℝ :=
  f fun k => s (i + ((k : ℕ) : ℤ))
```

The average over a cell of \(N \ge 1\) sites is

\[
E_N(s) = \frac{1}{N}\sum_{i=0}^{N-1} e_i .
\]

```lean
/-- Energy per site, averaged over the cell of sites `0, ..., N - 1`, for `N ≥ 1`. -/
def energyPerSite (f : (Fin (R + 1) → S) → ℝ) (s : ℤ → S) (N : ℕ) : ℝ :=
  (∑ i ∈ range N, siteEnergy f s (i : ℤ)) / N
```

The superlattice repeats \(p\) atoms \(a\) and then \(q\) atoms \(b\), with \(p+q\ge 1\). The species on site \(i\) depends only on the remainder of \(i\) modulo \(p+q\): it is \(a\) if the remainder is less than \(p\), and \(b\) otherwise.

```lean
/-- The superlattice repeating `p` atoms `a` and then `q` atoms `b`, for `p + q ≥ 1`. -/
def superlattice (a b : S) (p q : ℕ) (i : ℤ) : S :=
  if i % ((p + q : ℕ) : ℤ) < (p : ℤ) then a else b
```

With \(x = p/(p+q)\) the fraction of \(a\), the formation energy per site is

\[
\Delta E = E_{p+q}(\text{superlattice}) - x\,E_1(\text{pure } a) - (1-x)\,E_1(\text{pure } b).
\]

```lean
/-- Formation energy per site of the superlattice: its energy minus the composition-weighted
energies of the pure chains, for `p + q ≥ 1`. -/
def formationEnergy (f : (Fin (R + 1) → S) → ℝ) (a b : S) (p q : ℕ) : ℝ :=
  energyPerSite f (superlattice a b p q) (p + q) -
    ((p : ℝ) / (p + q) * energyPerSite f (fun _ => a) 1 +
      (1 - (p : ℝ) / (p + q)) * energyPerSite f (fun _ => b) 1)
```

The average should not depend on how many periods the cell contains. If \(s\) has period \(N\), then \(e_{jN+i} = e_i\), so for \(m \ge 1\)

\[
\frac{1}{mN}\sum_{i=0}^{mN-1} e_i = \frac{m}{mN}\sum_{i=0}^{N-1} e_i = E_N(s).
\]

The proof obtains the sum over \(j\) periods by induction on \(j\), splitting off one period at a time; the inner statement `h` is the translation invariance.

```lean
/-- For a chain of period `N`, averaging over `m ≥ 1` periods gives the same energy per site
as averaging over one. -/
theorem energyPerSite_supercell (f : (Fin (R + 1) → S) → ℝ) {s : ℤ → S} {N m : ℕ}
    (hs : Function.Periodic s (N : ℤ)) (hm : 0 < m) :
    energyPerSite f s (m * N) = energyPerSite f s N := by
  have key : ∀ j : ℕ, ∑ i ∈ range (j * N), siteEnergy f s (i : ℤ) =
      j * ∑ i ∈ range N, siteEnergy f s (i : ℤ) := by
    intro j
    induction j with
    | zero => simp
    | succ j ih =>
      -- translation by whole periods leaves every site energy unchanged
      have h : ∀ i : ℕ, siteEnergy f s ((j * N + i : ℕ) : ℤ) = siteEnergy f s (i : ℤ) := by
        intro i
        unfold siteEnergy
        refine congrArg f (funext fun k => ?_)
        have hk := hs.nat_mul j ((i : ℤ) + ((k : ℕ) : ℤ))
        rw [← hk]
        congr 1
        push_cast
        ring
      rw [add_mul, one_mul, Finset.sum_range_add, ih]
      simp only [h]
      push_cast
      ring
  have hm' : (m : ℝ) ≠ 0 := by exact_mod_cast hm.ne'
  unfold energyPerSite
  rw [key, Nat.cast_mul, mul_div_mul_left _ _ hm']
```

## Windows inside a block

If sites \(i,\dots,i+R\) all hold one species \(c\), then \(e_i = f(c,\dots,c)\). This is also the energy per site of the pure chain, written \(\varepsilon_c\) below.

```lean
/-- A site whose whole interaction window holds one species has the site energy of the
pure chain. -/
theorem siteEnergy_of_pure (f : (Fin (R + 1) → S) → ℝ) {s : ℤ → S} {i : ℤ} {c : S}
    (h : ∀ k : ℕ, k ≤ R → s (i + (k : ℤ)) = c) : siteEnergy f s i = f fun _ => c := by
  unfold siteEnergy
  exact congrArg f (funext fun k => h k (Nat.lt_succ_iff.mp k.isLt))
```

To use this, one must know which atoms the first cell holds: \(a\) on sites \(0 \le z < p\), and \(b\) on sites \(p \le z < p+q\). There the remainder of \(z\) is \(z\) itself.

```lean
/-- In the first cell, sites `0, ..., p - 1` hold `a` and sites `p, ..., p + q - 1` hold `b`. -/
theorem superlattice_block (a b : S) (p q : ℕ) (z : ℤ) :
    (0 ≤ z → z < p → superlattice a b p q z = a) ∧
      ((p : ℤ) ≤ z → z < p + q → superlattice a b p q z = b) := by
  constructor
  · intro h0 h1
    have h : z % ((p + q : ℕ) : ℤ) = z := Int.emod_eq_of_lt h0 (by omega)
    rw [superlattice, h, if_pos h1]
  · intro h0 h1
    have h : z % ((p + q : ℕ) : ℤ) = z := Int.emod_eq_of_lt (by omega) (by omega)
    rw [superlattice, h, if_neg (not_lt_of_ge h0)]
```

## The excess energy of one block

Suppose \(|f| \le M\) for every window. Physically, \(M\) caps the magnitude of the energy that any local arrangement can assign to a site. Take a block of length \(L\) and species \(c\), and number its site energies \(g_0,\dots,g_{L-1}\). A window starting at \(i\) stays inside the block when \(i+R<L\), and then \(g_i=\varepsilon_c\). At most the last \(r=\min(R,L)\) sites can deviate, so

\[
\Bigl|\sum_{i=0}^{L-1} g_i - L\varepsilon_c\Bigr|
\le \sum_{i=L-r}^{L-1} |g_i-\varepsilon_c|
\le 2rM \le 2RM .
\]

In the lemma, `c` denotes the pure energy \(\varepsilon_c\), not the species. The proof writes `L = k + r`, cancels the first `k` terms, and bounds the rest by the triangle inequality in the `calc` chain. Blocks shorter than the range are included.

```lean
/-- If all energies are bounded by `M` and only the last `R` sites of a block of length `L` can
deviate from the pure value `c`, the block's excess energy is at most `2RM` in magnitude. -/
theorem block_excess_le {g : ℕ → ℝ} {c M : ℝ} (R L : ℕ) (hg : ∀ i, |g i| ≤ M)
    (hc : |c| ≤ M) (h : ∀ i, i + R < L → g i = c) :
    |∑ i ∈ range L, g i - L * c| ≤ 2 * R * M := by
  have hM : 0 ≤ M := (abs_nonneg c).trans hc
  -- split the block into `k` bulk sites and `r ≤ R` interface sites
  obtain ⟨k, r, hL, hr, hk⟩ : ∃ k r, L = k + r ∧ r ≤ R ∧ ∀ i < k, i + R < L :=
    ⟨L - R, L - (L - R), by omega, by omega, fun i hi => by omega⟩
  have h1 : ∑ i ∈ range k, g i = ∑ i ∈ range k, c :=
    Finset.sum_congr rfl fun i hi => h i (hk i (Finset.mem_range.mp hi))
  have h2 : ∑ i ∈ range L, g i - L * c = ∑ x ∈ range r, (g (k + x) - c) := by
    rw [hL, Finset.sum_range_add, h1, Finset.sum_sub_distrib]
    simp only [Finset.sum_const, Finset.card_range, nsmul_eq_mul]
    push_cast
    ring
  have hr' : (r : ℝ) ≤ R := by exact_mod_cast hr
  rw [h2]
  calc |∑ x ∈ range r, (g (k + x) - c)| ≤ ∑ x ∈ range r, |g (k + x) - c| :=
        Finset.abs_sum_le_sum_abs _ _
    _ ≤ ∑ x ∈ range r, 2 * M := Finset.sum_le_sum fun x _ => by
        have e1 := abs_le.mp (hg (k + x))
        have e2 := abs_le.mp hc
        rw [abs_le]
        constructor <;> linarith [e1.1, e1.2, e2.1, e2.2]
    _ = r * (2 * M) := by simp
    _ ≤ 2 * R * M := by nlinarith [mul_le_mul_of_nonneg_right hr' hM]
```

## From two blocks to the formation energy

Since \(1-x=q/(p+q)\), the cell sum separates into its two blocks:

\[
\Delta E = \frac{1}{p+q}\left[\Bigl(\sum_{i=0}^{p-1} e_i - p\,\varepsilon_a\Bigr)
+ \Bigl(\sum_{i=0}^{q-1} e_{p+i} - q\,\varepsilon_b\Bigr)\right].
\]

```lean
/-- For `p + q ≥ 1`, the formation energy is the sum of the excess energies of the two blocks,
divided by the number of sites in the cell. -/
theorem formationEnergy_eq (f : (Fin (R + 1) → S) → ℝ) (a b : S) {p q : ℕ} (h : 0 < p + q) :
    formationEnergy f a b p q =
      ((∑ i ∈ range p, siteEnergy f (superlattice a b p q) (i : ℤ) - p * f fun _ => a) +
        (∑ i ∈ range q, siteEnergy f (superlattice a b p q) ((p + i : ℕ) : ℤ) -
          q * f fun _ => b)) / (p + q) := by
  have hne : (p : ℝ) + q ≠ 0 := by exact_mod_cast h.ne'
  have hx : 1 - (p : ℝ) / (p + q) = q / (p + q) := by
    rw [eq_div_iff hne, sub_mul, div_mul_cancel₀ _ hne]
    ring
  have pure_chain : ∀ c : S, energyPerSite f (fun _ => c) 1 = f fun _ => c := by
    intro c
    simp [energyPerSite, siteEnergy]
  rw [formationEnergy, pure_chain, pure_chain, hx, energyPerSite, Finset.sum_range_add,
    Nat.cast_add p q]
  ring
```

Each bracket is at most \(2RM\) in magnitude. Therefore, for every \(p+q\ge1\),

\[
|\Delta E| \le \frac{4RM}{p+q}.
\]

In the proof, `hA` and `hB` apply the block estimate to the two species, and the last lines add the two inequalities. The hypothesis `hf` is the bound on \(f\). The species need not be distinct, and either block may be empty.

```lean
/-- If `|f| ≤ M` and `p + q ≥ 1`, the formation energy per site of the superlattice is at most
`4RM/(p + q)` in magnitude. -/
theorem abs_formationEnergy_le {f : (Fin (R + 1) → S) → ℝ} {M : ℝ} (hf : ∀ w, |f w| ≤ M)
    (a b : S) {p q : ℕ} (h : 0 < p + q) :
    |formationEnergy f a b p q| ≤ 4 * R * M / (p + q) := by
  have hpos : (0 : ℝ) < (p : ℝ) + q := by exact_mod_cast h
  have hA : |∑ i ∈ range p, siteEnergy f (superlattice a b p q) (i : ℤ) -
      p * f fun _ => a| ≤ 2 * R * M :=
    block_excess_le R p (fun i => hf _) (hf _) fun i hi =>
      siteEnergy_of_pure f fun k hk => (superlattice_block a b p q _).1 (by omega) (by omega)
  have hB : |∑ i ∈ range q, siteEnergy f (superlattice a b p q) ((p + i : ℕ) : ℤ) -
      q * f fun _ => b| ≤ 2 * R * M :=
    block_excess_le R q (fun i => hf _) (hf _) fun i hi =>
      siteEnergy_of_pure f fun k hk => (superlattice_block a b p q _).2 (by omega) (by omega)
  rw [formationEnergy_eq f a b h, abs_div, abs_of_pos hpos]
  gcongr
  have eA := abs_le.mp hA
  have eB := abs_le.mp hB
  rw [abs_le]
  constructor <;> linarith [eA.1, eA.2, eB.1, eB.2]
```

The same counting extends to a periodic cell of \(N\) sites made of \(K\) single-species blocks: each block contributes at most \(2RM\), which gives \(|\Delta E|\le 2KRM/N\) relative to the composition-weighted pure energies.

For equal blocks, \(p=q=n\ge1\), the weights are both \(1/2\), and the bound becomes

\[
\left|E_{2n}(\text{superlattice})-\frac{\varepsilon_a+\varepsilon_b}{2}\right|
\le \frac{4RM}{2n}=\frac{2RM}{n}.
\]

```lean
/-- If `|f| ≤ M` and `n ≥ 1`, the superlattice of `n` atoms `a` and `n` atoms `b` has an energy
per site within `2RM/n` of the mean of the two pure energies. -/
theorem equal_blocks_bound {f : (Fin (R + 1) → S) → ℝ} {M : ℝ} (hf : ∀ w, |f w| ≤ M)
    (a b : S) {n : ℕ} (hn : 0 < n) :
    |energyPerSite f (superlattice a b n n) (n + n) -
      (energyPerSite f (fun _ => a) 1 + energyPerSite f (fun _ => b) 1) / 2| ≤
        2 * R * M / n := by
  have hn' : (0 : ℝ) < n := by exact_mod_cast hn
  have h2 : (n : ℝ) + n ≠ 0 := by positivity
  have hx : (n : ℝ) / (n + n) = 1 / 2 := by
    rw [div_eq_iff h2]
    ring
  have hR : 4 * R * M / ((n : ℝ) + n) = 2 * R * M / n := by
    rw [div_eq_div_iff h2 hn'.ne']
    ring
  have e : formationEnergy f a b n n = energyPerSite f (superlattice a b n n) (n + n) -
      (energyPerSite f (fun _ => a) 1 + energyPerSite f (fun _ => b) 1) / 2 := by
    rw [formationEnergy, hx]
    ring
  have h := abs_formationEnergy_le hf a b (p := n) (q := n) (by omega)
  rw [e, hR] at h
  exact h
```

## Thick blocks at fixed composition

Lengthening both blocks by a factor \(m\ge1\) leaves \(x\) unchanged and gives

\[
|\Delta E| \le \frac{4RM}{m(p+q)} \longrightarrow 0 \qquad (m\to\infty).
\]

The Lean proof squeezes the magnitude of the formation energy between zero and this bound, using only \(m>0\). The function \(f\), and with it the range \(R\), stays fixed throughout the limit.

```lean
/-- For bounded `f` and `p + q ≥ 1`, the formation energy per site tends to zero when both
blocks are lengthened by a common factor `m → ∞`. -/
theorem formationEnergy_tendsto_zero {f : (Fin (R + 1) → S) → ℝ} {M : ℝ}
    (hf : ∀ w, |f w| ≤ M) (a b : S) {p q : ℕ} (hpq : 0 < p + q) :
    Tendsto (fun m : ℕ => formationEnergy f a b (m * p) (m * q)) atTop (𝓝 0) := by
  refine squeeze_zero_norm' ?_
    (tendsto_const_div_atTop_nhds_zero_nat (4 * R * M / ((p : ℝ) + q)))
  filter_upwards [eventually_gt_atTop 0] with m hm
  have hpos : 0 < m * p + m * q := by
    rw [← Nat.mul_add]
    exact Nat.mul_pos hm hpq
  have h := abs_formationEnergy_le hf a b hpos
  have e : ((m * p : ℕ) : ℝ) + ((m * q : ℕ) : ℝ) = ((p : ℝ) + q) * m := by
    push_cast
    ring
  rw [e, ← div_div] at h
  rw [Real.norm_eq_abs]
  exact h
```

For alloy modelling this means that a one-dimensional cluster expansion with fixed, finite-range interactions cannot represent a coherency-strain energy per site that tends to a non-zero value as the layers thicken.

## An energy that attains the bound

Let \(M\ge0\), and let \(f=-M\) on windows with a single species and \(f=M\) on mixed windows. The condition `w k = w 0` for all `k` expresses that the window is uniform.

```lean
open Classical in
/-- The window energy that is `-M` on uniform windows and `M` on mixed ones. -/
def interfacePenalty (R : ℕ) (M : ℝ) (w : Fin (R + 1) → S) : ℝ :=
  if ∀ k, w k = w 0 then -M else M
```

Take \(a\ne b\) and \(p,q\ge R\), with \(p+q\ge1\). In each block exactly the last \(R\) windows cross the next interface. They have energy \(M\) instead of \(-M\), so each block has excess \(2RM\), and

\[
\Delta E = \frac{2RM+2RM}{p+q} = \frac{4RM}{p+q}.
\]

The auxiliary statement `block` does this count. To show that a window is mixed, the proof points to the first atom of the following block: site \(p\) for the \(a\) block, and site \(p+q\), the start of the next cell, for the \(b\) block.

```lean
/-- For `M ≥ 0`, distinct species and non-empty cell with both blocks at least `R` long, the
interface penalty is bounded by `M` and its formation energy equals `4RM/(p + q)`. -/
theorem bound_is_sharp {M : ℝ} (hM : 0 ≤ M) {a b : S} (hab : a ≠ b) {p q : ℕ}
    (h : 0 < p + q) (hp : R ≤ p) (hq : R ≤ q) :
    (∀ w : Fin (R + 1) → S, |interfacePenalty R M w| ≤ M) ∧
      formationEnergy (interfacePenalty R M) a b p q = 4 * R * M / (p + q) := by
  refine ⟨fun w => by unfold interfacePenalty; split_ifs <;> simp [abs_of_nonneg hM], ?_⟩
  have uniform : ∀ c : S, interfacePenalty R M (fun _ => c) = -M := by
    intro c
    simp [interfacePenalty]
  have mixed : ∀ (s : ℤ → S) (i : ℤ) (k : ℕ), k ≤ R → s (i + (k : ℤ)) ≠ s i →
      siteEnergy (interfacePenalty R M) s i = M := by
    intro s i k hk hne
    unfold siteEnergy interfacePenalty
    exact if_neg fun hall => hne (by simpa using hall ⟨k, by omega⟩)
  -- a block with exactly `R` mixed windows has excess energy `2RM`
  have block : ∀ (L : ℕ) (g : ℕ → ℝ), R ≤ L → (∀ i, i + R < L → g i = -M) →
      (∀ i, i < L → L ≤ i + R → g i = M) →
      ∑ i ∈ range L, g i - L * (-M) = 2 * R * M := by
    intro L g hL h1 h2
    obtain ⟨k, rfl⟩ : ∃ k, L = k + R := ⟨L - R, by omega⟩
    have s1 : ∑ i ∈ range k, g i = ∑ i ∈ range k, (-M) :=
      Finset.sum_congr rfl fun i hi => h1 i (by have := Finset.mem_range.mp hi; omega)
    have s2 : ∑ i ∈ range R, g (k + i) = ∑ i ∈ range R, M :=
      Finset.sum_congr rfl fun i hi =>
        h2 (k + i) (by have := Finset.mem_range.mp hi; omega) (by omega)
    rw [Finset.sum_range_add, s1, s2]
    simp only [Finset.sum_const, Finset.card_range, nsmul_eq_mul]
    push_cast
    ring
  have hA := block p
    (fun i => siteEnergy (interfacePenalty R M) (superlattice a b p q) (i : ℤ)) hp
    (fun i hi => (siteEnergy_of_pure _ fun k hk =>
      (superlattice_block a b p q _).1 (by omega) (by omega)).trans (uniform a))
    (fun i hi hi' => mixed _ _ (p - i) (by omega) (by
      have e1 : superlattice a b p q ((i : ℤ) + ((p - i : ℕ) : ℤ)) = b :=
        (superlattice_block a b p q _).2 (by omega) (by omega)
      have e2 : superlattice a b p q (i : ℤ) = a :=
        (superlattice_block a b p q _).1 (by omega) (by omega)
      rw [e1, e2]
      exact hab.symm))
  have hB := block q
    (fun i => siteEnergy (interfacePenalty R M) (superlattice a b p q) ((p + i : ℕ) : ℤ)) hq
    (fun i hi => (siteEnergy_of_pure _ fun k hk =>
      (superlattice_block a b p q _).2 (by omega) (by omega)).trans (uniform b))
    (fun i hi hi' => mixed _ _ (q - i) (by omega) (by
      -- the window reaches the first atom of the next cell
      have e0 : ((p + i : ℕ) : ℤ) + ((q - i : ℕ) : ℤ) = ((p + q : ℕ) : ℤ) := by omega
      have e1 : superlattice a b p q ((p + q : ℕ) : ℤ) = a := by
        rw [superlattice, Int.emod_self, if_pos (show (0 : ℤ) < p by omega)]
      have e2 : superlattice a b p q ((p + i : ℕ) : ℤ) = b :=
        (superlattice_block a b p q _).2 (by omega) (by omega)
      rw [e0, e1, e2]
      exact hab))
  rw [formationEnergy_eq _ a b h, uniform, uniform, hA, hB]
  ring

end

end SuperlatticeFormationEnergy
```

```lean
#print axioms SuperlatticeFormationEnergy.energyPerSite_supercell
#print axioms SuperlatticeFormationEnergy.equal_blocks_bound
#print axioms SuperlatticeFormationEnergy.formationEnergy_tendsto_zero
#print axioms SuperlatticeFormationEnergy.bound_is_sharp
```

```
'SuperlatticeFormationEnergy.energyPerSite_supercell' depends on axioms: [propext, Classical.choice, Quot.sound]
'SuperlatticeFormationEnergy.equal_blocks_bound' depends on axioms: [propext, Classical.choice, Quot.sound]
'SuperlatticeFormationEnergy.formationEnergy_tendsto_zero' depends on axioms: [propext, Classical.choice, Quot.sound]
'SuperlatticeFormationEnergy.bound_is_sharp' depends on axioms: [propext, Classical.choice, Quot.sound]
```

## When the range grows with the blocks

The decay to zero can fail if the range grows in proportion to the block length. Take the interface penalty with \(M>0\) and let the range follow the block length, \(R=p=q=n\ge1\). The equality above then gives

\[
\Delta E = \frac{4nM}{2n} = 2M
\]

for every \(n\), although the energies remain bounded by \(M\). The case \(n=1\) is the alternating chain \(abab\dots\): every window of two sites is mixed, so the chain has energy \(M\) per site, while both pure chains have \(-M\). For larger \(n\), each window of \(n+1\) sites is longer than a block and again has to contain both species.
